# A QR step with invertible R keeps a symmetric tridiagonal matrix tridiagonal

One way to diagonalise a Fock or Kohn–Sham matrix in a finite orthonormal basis is to reduce it to a real symmetric tridiagonal matrix \(T\), factor \(T = QR\) with \(Q\) orthogonal and \(R\) upper triangular, replace \(T\) by \(RQ\), and repeat. In this unshifted form the loop need not reach diagonal form (for the \(2 \times 2\) matrix with zero diagonal and off-diagonal entries 1, the factorisation \(Q = T\), \(R = 1\) returns \(T\) unchanged), and a shifted form of the step is also treated below. For an \(n \times n\) matrix with \(n \ge 1\), storing only the \(n\) diagonal and \(n-1\) off-diagonal numbers of each iterate presumes that \(RQ\) is again symmetric and tridiagonal, which holds in exact arithmetic whenever \(R\) is invertible.

In Lean 4 with Mathlib:

```lean
import Mathlib

open Matrix

namespace TridiagonalQRStep

noncomputable section

variable {n : ℕ} {K : Type*} [Field K]

/-- All entries lying more than `p` places below the diagonal vanish. -/
def LowerBand (p : ℕ) (A : Matrix (Fin n) (Fin n) K) : Prop :=
  ∀ i j : Fin n, j.val + p < i.val → A i j = 0

/-- All entries lying more than `p` places away from the diagonal, on either side, vanish. -/
def Banded (p : ℕ) (A : Matrix (Fin n) (Fin n) K) : Prop :=
  ∀ i j : Fin n, j.val + p < i.val ∨ i.val + p < j.val → A i j = 0

/-- Upper triangular: zero below the diagonal. -/
abbrev UpperTriangular (A : Matrix (Fin n) (Fin n) K) : Prop := LowerBand 0 A

/-- Upper Hessenberg: zero below the first subdiagonal. -/
abbrev UpperHessenberg (A : Matrix (Fin n) (Fin n) K) : Prop := LowerBand 1 A

/-- Tridiagonal: zero outside the diagonal and its two neighbours. -/
abbrev Tridiagonal (A : Matrix (Fin n) (Fin n) K) : Prop := Banded 1 A

/-- `T - μ = Q R` with `Q` unitary and `R` upper triangular and invertible. -/
structure IsShiftedQR [StarRing K] (T : Matrix (Fin n) (Fin n) K) (μ : K)
    (Q R : Matrix (Fin n) (Fin n) K) : Prop where
  unitary : Qᴴ * Q = 1
  upper : UpperTriangular R
  det_ne : R.det ≠ 0
  factor : T - μ • (1 : Matrix (Fin n) (Fin n) K) = Q * R

/-- The next iterate `R Q + μ` of the shifted QR iteration. -/
def nextIterate (μ : K) (Q R : Matrix (Fin n) (Fin n) K) : Matrix (Fin n) (Fin n) K :=
  R * Q + μ • (1 : Matrix (Fin n) (Fin n) K)

/-- Lower bandwidths add under the matrix product. -/
theorem lowerBand_mul {p q : ℕ} {A B : Matrix (Fin n) (Fin n) K}
    (hA : LowerBand p A) (hB : LowerBand q B) : LowerBand (p + q) (A * B) := by
  intro i j h
  rw [Matrix.mul_apply]
  apply Finset.sum_eq_zero
  intro k _
  by_cases hk : k.val + p < i.val
  · rw [hA i k hk, zero_mul]
  · rw [hB k j (by omega), mul_zero]

/-- The inverse of an invertible upper triangular matrix is upper triangular. -/
theorem upperTriangular_inv {R : Matrix (Fin n) (Fin n) K}
    (hR : UpperTriangular R) (hdet : R.det ≠ 0) : UpperTriangular R⁻¹ := by
  let hI : Invertible R := Matrix.invertibleOfIsUnitDet R (isUnit_iff_ne_zero.mpr hdet)
  have hb : R.BlockTriangular id := fun i j h =>
    hR i j (by have : j.val < i.val := h; omega)
  have hinv := Matrix.blockTriangular_inv_of_blockTriangular hb
  intro i j h
  have hlt : j < i := show j.val < i.val by omega
  exact @hinv i j hlt

/-- If `T - μ = Q R` with `R` upper triangular and invertible and `T` has lower
bandwidth `p`, then `Q` has lower bandwidth `p`. -/
theorem q_factor_lowerBand {p : ℕ} {T Q R : Matrix (Fin n) (Fin n) K} {μ : K}
    (hT : LowerBand p T) (hR : UpperTriangular R) (hdet : R.det ≠ 0)
    (h : T - μ • (1 : Matrix (Fin n) (Fin n) K) = Q * R) : LowerBand p Q := by
  have hs : LowerBand p (T - μ • (1 : Matrix (Fin n) (Fin n) K)) := by
    intro i j hij
    have hne : i ≠ j := fun e => by rw [e] at hij; omega
    simp [hT i j hij, Matrix.one_apply_ne hne]
  -- Q = (T - μ) R⁻¹
  have hQ : Q = (T - μ • (1 : Matrix (Fin n) (Fin n) K)) * R⁻¹ := by
    rw [h, Matrix.mul_assoc, Matrix.mul_nonsing_inv _ (isUnit_iff_ne_zero.mpr hdet),
      Matrix.mul_one]
  rw [hQ]
  exact lowerBand_mul hs (upperTriangular_inv hR hdet)

/-- If `T - μ = Q R` with `Q` unitary, the next iterate equals `Qᴴ T Q`. -/
theorem nextIterate_eq [StarRing K] {T Q R : Matrix (Fin n) (Fin n) K} {μ : K}
    (hQ : Qᴴ * Q = 1) (h : T - μ • (1 : Matrix (Fin n) (Fin n) K) = Q * R) :
    nextIterate μ Q R = Qᴴ * T * Q := by
  have hT : T = Q * R + μ • (1 : Matrix (Fin n) (Fin n) K) := by rw [← h]; abel
  rw [nextIterate, hT, Matrix.mul_add, Matrix.add_mul, ← Matrix.mul_assoc Qᴴ Q R, hQ,
    Matrix.one_mul, Matrix.mul_smul, Matrix.mul_one, Matrix.smul_mul, hQ]

/-- One shifted QR step with `R` invertible, on a Hermitian matrix of half-bandwidth `p`: `Q` has lower
bandwidth `p`, and the next iterate is Hermitian of half-bandwidth `p`. -/
theorem qr_step_hermitian_banded [StarRing K] {p : ℕ} {T Q R : Matrix (Fin n) (Fin n) K}
    {μ : K} (hT : Tᴴ = T) (hb : Banded p T) (h : IsShiftedQR T μ Q R) :
    LowerBand p Q ∧ (nextIterate μ Q R)ᴴ = nextIterate μ Q R ∧
      Banded p (nextIterate μ Q R) := by
  have hQ : LowerBand p Q :=
    q_factor_lowerBand (fun i j hij => hb i j (Or.inl hij)) h.upper h.det_ne h.factor
  have herm : (nextIterate μ Q R)ᴴ = nextIterate μ Q R := by
    rw [nextIterate_eq h.unitary h.factor, conjTranspose_mul, conjTranspose_mul,
      conjTranspose_conjTranspose, hT, Matrix.mul_assoc]
  -- zeros below the band come from the triangular and banded factors
  have hlow : LowerBand p (nextIterate μ Q R) := by
    intro i j hij
    have hne : i ≠ j := fun e => by rw [e] at hij; omega
    have h0 := lowerBand_mul h.upper hQ i j (by omega)
    simp [nextIterate, h0, Matrix.one_apply_ne hne]
  refine ⟨hQ, herm, fun i j hij => hij.elim (hlow i j) fun hji => ?_⟩
  -- hermiticity mirrors them above the band
  have e := congrFun (congrFun herm i) j
  rw [← e, conjTranspose_apply, hlow j i hji, star_zero]

/-- If a real symmetric tridiagonal `T` equals `Q R` with `Q` orthogonal and `R` upper
triangular and invertible, then `Q` is upper Hessenberg and `R Q` is symmetric and tridiagonal. -/
theorem qr_step_symmetric_tridiagonal {T Q R : Matrix (Fin n) (Fin n) ℝ}
    (hT : Tᵀ = T) (htri : Tridiagonal T) (hQ : Qᵀ * Q = 1)
    (hR : UpperTriangular R) (hdet : R.det ≠ 0) (h : T = Q * R) :
    UpperHessenberg Q ∧ (R * Q)ᵀ = R * Q ∧ Tridiagonal (R * Q) := by
  have hs : IsShiftedQR T 0 Q R :=
    ⟨by rwa [conjTranspose_eq_transpose_of_trivial], hR, hdet,
      by rw [zero_smul, sub_zero, h]⟩
  have key := qr_step_hermitian_banded (p := 1)
    (by rwa [conjTranspose_eq_transpose_of_trivial]) htri hs
  simp only [nextIterate, zero_smul, add_zero, conjTranspose_eq_transpose_of_trivial] at key
  exact key

/-- If every factor `R k` is invertible, then starting from a Hermitian matrix of half-bandwidth `p`, every iterate of the shifted QR
iteration is Hermitian, of half-bandwidth `p`, and unitarily similar to the starting matrix. -/
theorem qr_iteration_banded [StarRing K] {p : ℕ} (T Q R : ℕ → Matrix (Fin n) (Fin n) K)
    (μ : ℕ → K) (hT : (T 0)ᴴ = T 0) (hb : Banded p (T 0))
    (hqr : ∀ k, IsShiftedQR (T k) (μ k) (Q k) (R k))
    (hnext : ∀ k, T (k + 1) = nextIterate (μ k) (Q k) (R k)) (k : ℕ) :
    (T k)ᴴ = T k ∧ Banded p (T k) ∧
      ∃ U : Matrix (Fin n) (Fin n) K, Uᴴ * U = 1 ∧ T k = Uᴴ * T 0 * U := by
  induction k with
  | zero => exact ⟨hT, hb, 1, by simp, by simp⟩
  | succ k ih =>
    obtain ⟨h1, h2, U, hU, hTU⟩ := ih
    obtain ⟨_, h3, h4⟩ := qr_step_hermitian_banded h1 h2 (hqr k)
    rw [hnext k]
    -- the accumulated transformation picks up one more factor
    refine ⟨h3, h4, U * Q k, ?_, ?_⟩
    · calc (U * Q k)ᴴ * (U * Q k) = (Q k)ᴴ * (Uᴴ * U) * Q k := by
            simp only [conjTranspose_mul, Matrix.mul_assoc]
        _ = 1 := by rw [hU, Matrix.mul_one, (hqr k).unitary]
    · rw [nextIterate_eq (hqr k).unitary (hqr k).factor, hTU]
      simp only [conjTranspose_mul, Matrix.mul_assoc]

/-- For upper Hessenberg `T` with `T - μ = Q R`, `R` upper triangular and invertible, the
subdiagonal of the next iterate `T'` obeys `T'(j+1,j) R(j,j) = R(j+1,j+1) T(j+1,j)`. -/
theorem subdiagonal_update {T Q R : Matrix (Fin n) (Fin n) K} {μ : K}
    (hT : UpperHessenberg T) (hR : UpperTriangular R) (hdet : R.det ≠ 0)
    (h : T - μ • (1 : Matrix (Fin n) (Fin n) K) = Q * R)
    (i j : Fin n) (hij : i.val = j.val + 1) :
    nextIterate μ Q R i j * R j j = R i i * T i j := by
  have hQ : LowerBand 1 Q := q_factor_lowerBand hT hR hdet h
  have hne : i ≠ j := fun e => by rw [e] at hij; omega
  -- a single term survives in each product
  have h1 : (R * Q) i j = R i i * Q i j := by
    rw [Matrix.mul_apply]
    refine Finset.sum_eq_single i (fun k _ hk => ?_) (by simp)
    have hk' : k.val ≠ i.val := fun e => hk (Fin.ext e)
    by_cases hlt : k.val < i.val
    · rw [hR i k (by omega), zero_mul]
    · rw [hQ k j (by omega), mul_zero]
  have h2 : (Q * R) i j = Q i j * R j j := by
    rw [Matrix.mul_apply]
    refine Finset.sum_eq_single j (fun k _ hk => ?_) (by simp)
    have hk' : k.val ≠ j.val := fun e => hk (Fin.ext e)
    by_cases hlt : j.val < k.val
    · rw [hR k j (by omega), mul_zero]
    · rw [hQ i k (by omega), zero_mul]
  have h3 : T i j = (Q * R) i j := by
    rw [← h]
    simp [Matrix.one_apply_ne hne]
  have h4 : nextIterate μ Q R i j = (R * Q) i j := by
    simp [nextIterate, Matrix.one_apply_ne hne]
  rw [h4, h1, h3, h2, mul_assoc]

/-- An explicit 3 by 3 symmetric tridiagonal `T = Q R` with `Q` orthogonal and `R` upper
triangular and invertible. -/
theorem qr_step_witness (T Q R : Matrix (Fin 3) (Fin 3) ℝ)
    (hT : T = !![3, 4, 0; 4, 12, 3; 0, 3, 0])
    (hQ : Q = !![3/5, -16/25, 12/25; 4/5, 12/25, -9/25; 0, 3/5, 4/5])
    (hR : R = !![5, 12, 12/5; 0, 5, 36/25; 0, 0, -27/25]) :
    Tᵀ = T ∧ Tridiagonal T ∧ Qᵀ * Q = 1 ∧ UpperTriangular R ∧ R.det ≠ 0 ∧ T = Q * R := by
  subst hT hQ hR
  refine ⟨?_, ?_, ?_, ?_, ?_, ?_⟩
  · ext i j
    fin_cases i <;> fin_cases j <;> simp
  · intro i j h
    fin_cases i <;> fin_cases j <;> first | (simp at h; done) | simp
  · ext i j
    fin_cases i <;> fin_cases j <;> simp [Matrix.mul_apply, Fin.sum_univ_succ] <;> norm_num
  · intro i j h
    fin_cases i <;> fin_cases j <;> first | (simp at h; done) | simp
  · simp [Matrix.det_fin_three]
  · ext i j
    fin_cases i <;> fin_cases j <;> simp [Matrix.mul_apply, Fin.sum_univ_succ] <;> norm_num

/-- An explicit symmetric tridiagonal `T = Q R` with `Q` orthogonal and `R` upper triangular
but singular, for which `Q` is not upper Hessenberg and `R Q` is not tridiagonal. -/
theorem singular_counterexample (T Q R : Matrix (Fin 3) (Fin 3) ℝ)
    (hT : T = !![0, 0, 0; 0, 0, 0; 0, 0, 1])
    (hQ : Q = !![4/5, 0, -3/5; 0, 1, 0; 3/5, 0, 4/5])
    (hR : R = !![0, 0, 3/5; 0, 0, 0; 0, 0, 4/5]) :
    Tᵀ = T ∧ Tridiagonal T ∧ Qᵀ * Q = 1 ∧ UpperTriangular R ∧ T = Q * R ∧ R.det = 0 ∧
      ¬ UpperHessenberg Q ∧ ¬ Tridiagonal (R * Q) := by
  subst hT hQ hR
  refine ⟨?_, ?_, ?_, ?_, ?_, ?_, ?_, ?_⟩
  · ext i j
    fin_cases i <;> fin_cases j <;> simp
  · intro i j h
    fin_cases i <;> fin_cases j <;> first | (simp at h; done) | simp
  · ext i j
    fin_cases i <;> fin_cases j <;> simp [Matrix.mul_apply, Fin.sum_univ_succ] <;> norm_num
  · intro i j h
    fin_cases i <;> fin_cases j <;> first | (simp at h; done) | simp
  · ext i j
    fin_cases i <;> fin_cases j <;> simp [Matrix.mul_apply, Fin.sum_univ_succ] <;> norm_num
  · simp [Matrix.det_fin_three]
  · intro h
    have h20 := h 2 0 (by decide)
    simp at h20
  · intro h
    have h20 := h 2 0 (by decide)
    simp [Matrix.mul_apply, Fin.sum_univ_succ] at h20

end

end TridiagonalQRStep
```

```lean
#print axioms TridiagonalQRStep.qr_step_symmetric_tridiagonal
#print axioms TridiagonalQRStep.qr_iteration_banded
#print axioms TridiagonalQRStep.subdiagonal_update
#print axioms TridiagonalQRStep.singular_counterexample
```

```
'TridiagonalQRStep.qr_step_symmetric_tridiagonal' depends on axioms: [propext, Classical.choice, Quot.sound]
'TridiagonalQRStep.qr_iteration_banded' depends on axioms: [propext, Classical.choice, Quot.sound]
'TridiagonalQRStep.subdiagonal_update' depends on axioms: [propext, Classical.choice, Quot.sound]
'TridiagonalQRStep.singular_counterexample' depends on axioms: [propext, Classical.choice, Quot.sound]
```

## What the statements say

Matrices are \(n \times n\) with rows and columns numbered \(0, \dots, n-1\), as in `Fin n`. Entries lie in a field \(K\), and `StarRing K` supplies a conjugation \(x \mapsto \bar{x}\), so that `Qᴴ` is the conjugate transpose \(Q^\dagger\). For \(K = \mathbb{C}\) this is the usual adjoint, and for \(K = \mathbb{R}\) it is the transpose.

For a natural number \(p\), `LowerBand p A` says that \(A_{ij} = 0\) whenever \(j + p < i\), and puts no condition above the diagonal. The case \(p = 0\) is `UpperTriangular` and \(p = 1\) is `UpperHessenberg`. `Banded p A` adds \(A_{ij} = 0\) whenever \(i + p < j\), so that \(p\) is the half-bandwidth, and \(p = 1\) is `Tridiagonal`. All are upper bounds on the band: a diagonal matrix counts as tridiagonal.

For a shift \(\mu \in K\), `IsShiftedQR T μ Q R` collects four conditions,
\[
Q^\dagger Q = 1, \qquad R \text{ upper triangular}, \qquad \det R \neq 0, \qquad T - \mu 1 = QR ,
\]
and `nextIterate μ Q R` is \(T' = RQ + \mu 1\). No sign or phase is fixed for the diagonal of \(R\), and for complex matrices \(\mu\) need not be real.

`qr_step_symmetric_tridiagonal` is the result of the title: for real symmetric tridiagonal \(T = QR\) with \(Q^{\mathsf T} Q = 1\), \(R\) upper triangular and \(\det R \ne 0\), the factor \(Q\) is upper Hessenberg and \(RQ\) is symmetric and tridiagonal. It is the case \(K = \mathbb{R}\), \(p = 1\), \(\mu = 0\) of `qr_step_hermitian_banded`, in which a Hermitian \(T\) of half-bandwidth \(p\) gives \(Q\) of lower bandwidth \(p\) and a Hermitian \(T'\) of half-bandwidth \(p\). `qr_iteration_banded` takes sequences \(T_k, Q_k, R_k, \mu_k\) for \(k = 0, 1, \dots\), with each \((Q_k, R_k)\) a shifted factorisation of \(T_k\) and \(T_{k+1} = R_k Q_k + \mu_k 1\). From a Hermitian banded \(T_0\) it concludes that every \(T_k\) is Hermitian, banded, and equal to \(U^\dagger T_0 U\) for some \(U\) with \(U^\dagger U = 1\).

## The physics and the limits of the model

A real symmetric tridiagonal \(T\) is the one-particle Hamiltonian of a finite, open, non-interacting chain with site energies \(T_{jj}\) and nearest-neighbour hoppings \(T_{j+1,j}\); half-bandwidth \(p\) allows hopping up to the \(p\)-th neighbour. A QR step with invertible \(R\) is a unitary change of basis after which the Hamiltonian again has the form of such a chain.

The factorisations are hypotheses: the theorems neither construct them nor prove that they exist. Because \(\det(T - \mu 1) = \det Q \, \det R\) and \(Q\) is invertible, \(\det R \neq 0\) means that \(\mu\) is not an eigenvalue of \(T\), so a shift placed exactly on an eigenvalue is excluded, and in `qr_iteration_banded` it is excluded at every step. Arithmetic is exact. Convergence of \(T_k\) to diagonal form, the choice of shifts, implicit variants of the step and generalised problems with an overlap matrix are not treated.

## Derivation by hand

First, lower bandwidths add. Let \(A\) have lower bandwidth \(p\), let \(B\) have lower bandwidth \(q\), and take \(j + p + q < i\) in \((AB)_{ij} = \sum_k A_{ik} B_{kj}\). If \(k + p < i\) then \(A_{ik} = 0\). Otherwise \(i \le k + p\), hence \(j + q < k\) and \(B_{kj} = 0\). Every term vanishes.

Second, \(S = R^{-1}\) is upper triangular. The determinant of \(R\) is \(\prod_i R_{ii}\), so no \(R_{ii}\) is zero. For \(i > j\), the equation \(RS = 1\) reads \(\sum_{k \ge i} R_{ik} S_{kj} = 0\), that is
\[
S_{ij} = -\frac{1}{R_{ii}} \sum_{k > i} R_{ik} S_{kj} .
\]
For \(i = n-1\) the sum is empty, and working up the column to \(i = j+1\) each \(S_{ij}\) is a combination of zeros already found.

Third, subtracting \(\mu 1\) changes only the diagonal, so \(T - \mu 1\) has lower bandwidth \(p\), and \(Q = (T - \mu 1) R^{-1}\) has lower bandwidth \(p + 0\).

Fourth, substituting \(T = QR + \mu 1\) gives
\[
Q^\dagger T Q = Q^\dagger Q \, R Q + \mu \, Q^\dagger Q = RQ + \mu 1 = T' ,
\]
and therefore \(T'^\dagger = Q^\dagger T^\dagger Q = T'\). The shift has cancelled before the adjoint is taken, which is why \(\bar\mu = \mu\) is never required.

Fifth, \(RQ\) has lower bandwidth \(0 + p\), and so has \(T'\). For \(i + p < j\), hermiticity gives \(T'_{ij} = \overline{T'_{ji}} = 0\), which completes the band.

For the iteration, if \(T_k = U^\dagger T_0 U\) then \(T_{k+1} = Q_k^\dagger T_k Q_k = (U Q_k)^\dagger T_0 (U Q_k)\), with \((UQ_k)^\dagger (UQ_k) = Q_k^\dagger Q_k = 1\).

## How the proof follows these steps

`lowerBand_mul` is the first step: `Finset.sum_eq_zero` reduces the claim to one term, `by_cases hk` splits on \(k + p < i\), and `omega` supplies \(j + q < k\). `upperTriangular_inv` replaces the back substitution by `Matrix.blockTriangular_inv_of_blockTriangular`, after restating the hypothesis as `R.BlockTriangular id`. In `q_factor_lowerBand`, `hs` is the band of \(T - \mu 1\) and `hQ` is \(Q = (T - \mu 1)R^{-1}\), obtained from `Matrix.mul_nonsing_inv`. `nextIterate_eq` is the displayed identity of the fourth step and uses neither triangularity nor the determinant of \(R\). In `qr_step_hermitian_banded`, `herm` and `hlow` are hermiticity and the lower band of \(T'\), and `congrFun (congrFun herm i) j` extracts the entry equation that mirrors the zeros. The real theorem turns adjoints into transposes with `conjTranspose_eq_transpose_of_trivial`, and the iteration is an induction on `k` with `U * Q k` as the new transformation.

## A neighbouring result: the subdiagonal

The same band counting gives the new subdiagonal explicitly. Let \(T\) be upper Hessenberg and \(i = j + 1\). In \(\sum_k R_{ik} Q_{kj}\) the terms \(k < i\) vanish through \(R\) and the terms \(k > i\) through \(Q\). In \(\sum_k Q_{ik} R_{kj}\) the terms \(k > j\) vanish through \(R\) and the terms \(k < j\) through \(Q\). Hence \(T'_{ij} = R_{ii} Q_{ij}\) and \(T_{ij} = Q_{ij} R_{jj}\), and
\[
T'_{j+1,j} \, R_{jj} = R_{j+1,j+1} \, T_{j+1,j} .
\]
This is `subdiagonal_update`, where `h1` and `h2` isolate the surviving terms with `Finset.sum_eq_single`. It assumes neither that \(T\) is Hermitian nor that \(Q\) is unitary.

## A 3 × 3 instance

For \(n \le 2\) every matrix is tridiagonal and upper Hessenberg, so only the symmetry of \(RQ\) has content; more generally the band conditions are empty when \(p + 1 \ge n\). The smallest size with a forbidden entry is \(n = 3\), where the positions are \((2,0)\) and \((0,2)\). `qr_step_witness` verifies all six hypotheses of the real theorem for
\[
T = \begin{pmatrix} 3 & 4 & 0 \\ 4 & 12 & 3 \\ 0 & 3 & 0 \end{pmatrix}, \quad
Q = \frac{1}{25}\begin{pmatrix} 15 & -16 & 12 \\ 20 & 12 & -9 \\ 0 & 15 & 20 \end{pmatrix}, \quad
R = \begin{pmatrix} 5 & 12 & 12/5 \\ 0 & 5 & 36/25 \\ 0 & 0 & -27/25 \end{pmatrix}.
\]
The factors come from orthogonalising the columns of \(T\). Column 0 has length 5, giving \(q_0 = (3/5, 4/5, 0)\). Column 1 has overlap 12 with \(q_0\) and remainder \((-16/5, 12/5, 3)\) of length 5, giving \(q_1 = (-16/25, 12/25, 3/5)\). The unit vector \(q_2 = (12/25, -9/25, 4/5)\) is orthogonal to both, and column 2 has overlaps \(12/5\), \(36/25\), \(-27/25\) with \(q_0, q_1, q_2\). The explicit product that follows was multiplied out on paper and is not among the statements in the file:
\[
RQ = \begin{pmatrix} 63/5 & 4 & 0 \\ 4 & 408/125 & -81/125 \\ 0 & -81/125 & -108/125 \end{pmatrix}.
\]
The trace is still 15, and the subdiagonal agrees with the update rule: \(4 \cdot 5/5 = 4\) and \(3 \cdot (-27/25)/5 = -81/125\).

## Two ways to go wrong

One might expect the zeros above the band to follow from band counting, as those below do. Neither factor is tridiagonal in general: here \(R_{02} = 12/5\) and \(Q_{02} = 12/25\). The entry \((RQ)_{02} = (60 - 108 + 48)/25\) vanishes by cancellation, and the argument that guarantees it is the symmetry of \(Q^{\mathsf T} T Q\).

The second slip is to omit \(\det R \neq 0\) from the statement. In `singular_counterexample`, \(T = \operatorname{diag}(0, 0, 1)\), \(Q\) is a rotation in the plane of coordinates 0 and 2 with \(Q_{20} = 3/5\), and the only non-zero column of \(R\) is the last, \((3/5, 0, 4/5)\). All other hypotheses hold, yet \(Q\) is not upper Hessenberg and \(RQ\) is not tridiagonal, since \((RQ)_{20} = \tfrac45 \cdot \tfrac35 = 12/25\). Symmetry of \(RQ\) survives, by the fourth step. The example concerns one factorisation of this singular matrix; the choice \(Q = 1\), \(R = T\) factors it as well and leaves it diagonal.
